# Zero orbital moment in a nondegenerate eigenvector of a real symmetric matrix Hamiltonian

## Real Hamiltonian, complex orbitals

Take a finite orthonormal basis of real orbitals, such as $p_x, p_y, p_z$ or the real $d$ functions, labelled by an index $i$. An orbital state is a vector $v$ of complex coefficients $v_i$, and $v^*$ is the vector with the conjugate coefficients $v_i^*$. For a matrix $A$ and states $u, w$, write

$$\langle u|A|w\rangle=\sum_{i,j}u_i^*A_{ij}w_j .$$

States need not be normalised. The physical expectation value of $A$ in $v$ is $\langle v|A|v\rangle/N$, with $N=\sum_i|v_i|^2$.

The crystal-field Hamiltonian $H$ is a real symmetric matrix. Reality expresses time-reversal symmetry of the orbital problem: there is an electrostatic potential and a kinetic energy, but no magnetic field, and spin-orbit coupling is not included in $H$.

The operator $L$ is Hermitian with purely imaginary entries. A component of orbital angular momentum has this form, because $-i\hbar\,\mathbf r\times\nabla$ is $i$ times a real differential operator and the basis functions are real.

An orbital singlet is a nonzero vector $v$ with $Hv=Ev$ such that every solution $w$ of $Hw=Ew$ is a complex multiple of $v$.

## The quenching statement and its reach

For every orbital singlet $v$ of $H$, and every such $L$, $\langle v|L|v\rangle=0$.

In Lean this is `orbital_quenching`. Its ingredients correspond to the physics as follows.

- `H : Matrix n n ℝ` with `H.IsSymm` is the Hamiltonian, and `n` is any finite set of basis labels. `complexify H` is the same matrix acting on complex vectors.
- `braket u A w` is $\langle u|A|w\rangle$, conjugate-linear in the first state.
- `IsOrbitalSinglet H E v` is the singlet condition. The eigenvalue `E` has type `ℂ`, so its reality is derived.
- `hL` says that `L` is Hermitian, and `him` that every entry has zero real part. No commutation relations are required.

A second theorem, `spinOrbit_quenched`, concerns the coupling

$$H_{\rm SO}=\xi\sum_{k=0}^{2}L_k\otimes S_k ,$$

where $k$ runs over the three Cartesian components and $\xi$ is a real coupling constant, which sets the strength of the interaction between the electron's spin and its orbital motion. Let $v$ be an orbital singlet of $H$, and let each $L_k$ be Hermitian with purely imaginary entries. Then for any spin states $s,t$, the matrix element of $H_{\rm SO}$ between $v\otimes s$ and $v\otimes t$ is zero. The matrices $S_k$ are arbitrary, so the theorem holds for any spin.

Within a finite orbital space with a real Hamiltonian, an orbital singlet therefore has zero mean orbital angular momentum, hence zero mean orbital magnetic moment, which is proportional to it, and spin-orbit coupling does not split its spin levels at first order in $\xi$.

In magnetism, "orbital quenching" also describes ions whose orbital moment is strongly reduced but not zero. The theorem treats the ideal case, in which spin-orbit coupling has not yet mixed the orbitals. It concerns a mean value, not the action of $L$ on $v$, and it leaves open the matrix elements between different orbital states, through which spin-orbit coupling can mix the orbitals, induce an orbital moment and shift the energy at second order. Nonorthogonal basis sets, which need an overlap matrix, are not covered, and nondegeneracy is assumed rather than derived from a site symmetry.

## Conjugation reverses the moment but keeps the state

**The energy is real.** From $Hv=Ev$ we get $\langle v|H|v\rangle=EN$, with $N>0$ because $v\neq0$. Since $H$ is real and symmetric,

$$\langle v|H|v\rangle^*=\sum_{i,j}v_iH_{ij}v_j^*=\sum_{i,j}v_j^*H_{ji}v_i=\langle v|H|v\rangle .$$

Hence $E^*N=EN$, and division by $N$ gives $E^*=E$.

**The conjugate orbital has the same energy.** Conjugating $\sum_jH_{ij}v_j=Ev_i$ gives $\sum_jH_{ij}v_j^*=Ev_i^*$, because $H_{ij}$ and $E$ are real.

**Conjugation reverses the moment.** Hermiticity gives $L_{ij}=L_{ji}^*$, and for an imaginary entry $L_{ji}^*=-L_{ji}$, so $L$ is antisymmetric. Exchanging the names of the summation indices,

$$\langle v^*|L|v^*\rangle=\sum_{i,j}v_iL_{ij}v_j^*=\sum_{i,j}v_i^*L_{ji}v_j=-\langle v|L|v\rangle .$$

**A singlet cannot support both signs.** Since $v^*$ is an eigenvector with eigenvalue $E$, the singlet condition gives $v^*=cv$ for some complex $c$. Then $\langle v^*|L|v^*\rangle=|c|^2\langle v|L|v\rangle$, and comparison with the previous line gives

$$(|c|^2+1)\,\langle v|L|v\rangle=0 .$$

The first factor is positive, so the second vanishes.

**Spin-orbit coupling.** Let $p,q$ label spin basis states. The matrix element of a product operator factorises:

$$\sum_{i,p,j,q}v_i^*s_p^*A_{ij}B_{pq}w_jt_q=\langle v|A|w\rangle\,\langle s|B|t\rangle .$$

With $w=v$, $A=L_k$ and $B=S_k$, the orbital factor is zero for each $k$. Summing over $k$ and multiplying by $\xi$ still gives zero.

## Two $p$ orbitals, split and degenerate

In the basis $(p_x,p_y)$, with indices 0 and 1 and in units of $\hbar$,

$$L_z=\begin{pmatrix}0&-i\\ i&0\end{pmatrix},\qquad H=\begin{pmatrix}a&0\\0&b\end{pmatrix}.$$

The matrix $L_z$ is Hermitian and imaginary. If $a\neq b$, an eigenvector $w$ with eigenvalue $a$ satisfies $bw_1=aw_1$, so $w_1=0$ and $w=w_0(1,0)$. Thus $p_x$ is an orbital singlet, and its $L_z$ moment vanishes.

If $a=b$, every nonzero vector is an eigenvector, including $v=(1,i)$, which is $p_x+ip_y$. Here

$$\langle v|L_z|v\rangle=1\cdot(-i)\cdot i+(-i)\cdot i\cdot1=2 .$$

Since $N=2$, the physical expectation value of $L_z$ is $1$, that is, $\hbar$. An eigenvector from a degenerate level can therefore carry a moment.

## The complete Lean file

```lean
import Mathlib

open Matrix
open scoped Kronecker

namespace OrbitalQuenching

noncomputable section

variable {n m : Type*} [Fintype n] [Fintype m]

/-- A real matrix regarded as an operator on complex orbitals. -/
def complexify (H : Matrix n n ℝ) : Matrix n n ℂ := H.map Complex.ofReal

/-- The matrix element `⟨u, A w⟩` of an operator between two states. -/
def braket (u : n → ℂ) (A : Matrix n n ℂ) (w : n → ℂ) : ℂ := star u ⬝ᵥ (A *ᵥ w)

/-- An orbital singlet: a nonzero eigenvector `v` of `H` with eigenvalue `E` whose complex
eigenspace consists of the multiples of `v`. -/
def IsOrbitalSinglet (H : Matrix n n ℝ) (E : ℂ) (v : n → ℂ) : Prop :=
  v ≠ 0 ∧ complexify H *ᵥ v = E • v ∧
    ∀ w : n → ℂ, complexify H *ᵥ w = E • w → ∃ c : ℂ, w = c • v

/-- A matrix element written out as a double sum over basis orbitals. -/
theorem braket_eq_sum (u : n → ℂ) (A : Matrix n n ℂ) (w : n → ℂ) :
    braket u A w = ∑ i, ∑ j, star (u i) * A i j * w j := by
  simp only [braket, dotProduct, Matrix.mulVec, Finset.mul_sum, Pi.star_apply, mul_assoc]

/-- The eigenvalues of a real symmetric Hamiltonian are real. -/
theorem eigenvalue_real {H : Matrix n n ℝ} (hH : H.IsSymm) {E : ℂ} {v : n → ℂ}
    (hv : v ≠ 0) (h : complexify H *ᵥ v = E • v) : star E = E := by
  have hr : ∀ r : ℝ, star (r : ℂ) = r := fun r => Complex.conj_ofReal r
  -- the squared norm is a positive real number
  have hN : star v ⬝ᵥ v = ((∑ i, Complex.normSq (v i) : ℝ) : ℂ) := by
    rw [Complex.ofReal_sum]
    refine Finset.sum_congr rfl fun i _ => ?_
    rw [Complex.normSq_eq_conj_mul_self]
    rfl
  have hpos : 0 < ∑ i, Complex.normSq (v i) := by
    obtain ⟨i, hi⟩ := Function.ne_iff.mp hv
    exact Finset.sum_pos' (fun i _ => Complex.normSq_nonneg _)
      ⟨i, Finset.mem_univ i, Complex.normSq_pos.mpr hi⟩
  -- the energy expectation value is real
  have hreal : star (braket v (complexify H) v) = braket v (complexify H) v := by
    rw [braket_eq_sum]
    simp only [star_sum, star_mul', star_star]
    rw [Finset.sum_comm]
    refine Finset.sum_congr rfl fun i _ => Finset.sum_congr rfl fun j _ => ?_
    have hs : star (complexify H j i) = complexify H i j := by
      change star ((H j i : ℝ) : ℂ) = ((H i j : ℝ) : ℂ)
      rw [hH.apply i j, hr]
    rw [hs]
    ring
  have hE : braket v (complexify H) v
      = E * ((∑ i, Complex.normSq (v i) : ℝ) : ℂ) := by
    rw [braket, h, dotProduct_smul, hN, smul_eq_mul]
  rw [hE, star_mul', hr] at hreal
  exact mul_right_cancel₀ (Complex.ofReal_ne_zero.mpr hpos.ne') hreal

/-- The complex conjugate of an eigenvector of a real symmetric Hamiltonian is an eigenvector
with the same eigenvalue. -/
theorem conj_eigenvector {H : Matrix n n ℝ} (hH : H.IsSymm) {E : ℂ} {v : n → ℂ}
    (hv : v ≠ 0) (h : complexify H *ᵥ v = E • v) :
    complexify H *ᵥ star v = E • star v := by
  have hr : ∀ r : ℝ, star (r : ℂ) = r := fun r => Complex.conj_ofReal r
  have hE := eigenvalue_real hH hv h
  ext i
  have hi := congrArg star (congrFun h i)
  simp only [Matrix.mulVec, dotProduct, Pi.smul_apply, smul_eq_mul, star_sum, star_mul',
    complexify, Matrix.map_apply, hr, hE, Pi.star_apply] at hi ⊢
  exact hi

/-- Complex conjugation of an orbital reverses the expectation value of a Hermitian operator
with purely imaginary entries. -/
theorem braket_conj {L : Matrix n n ℂ} (hL : L.IsHermitian)
    (him : ∀ i j, (L i j).re = 0) (v : n → ℂ) :
    braket (star v) L (star v) = -braket v L v := by
  -- such an operator is antisymmetric
  have hanti : ∀ i j, L i j = -L j i := fun i j => by
    rw [← hL.apply i j]
    apply Complex.ext <;> simp [him j i]
  rw [braket_eq_sum, braket_eq_sum]
  simp only [Pi.star_apply, star_star, ← Finset.sum_neg_distrib]
  rw [Finset.sum_comm]
  refine Finset.sum_congr rfl fun i _ => Finset.sum_congr rfl fun j _ => ?_
  linear_combination (star (v i) * v j) * hanti i j

/-- Orbital quenching: in an orbital singlet of a real symmetric Hamiltonian, every Hermitian
operator with purely imaginary entries has zero expectation value. -/
theorem orbital_quenching {H : Matrix n n ℝ} (hH : H.IsSymm) {E : ℂ} {v : n → ℂ}
    (hs : IsOrbitalSinglet H E v) {L : Matrix n n ℂ} (hL : L.IsHermitian)
    (him : ∀ i j, (L i j).re = 0) : braket v L v = 0 := by
  obtain ⟨hv, h, huniq⟩ := hs
  -- the conjugate orbital is a multiple of the orbital itself
  obtain ⟨c, hc⟩ := huniq (star v) (conj_eigenvector hH hv h)
  have hrev := braket_conj hL him v
  have hscale : braket (c • v) L (c • v) = (Complex.normSq c : ℂ) * braket v L v := by
    simp only [braket, star_smul, smul_dotProduct, Matrix.mulVec_smul, dotProduct_smul,
      smul_eq_mul]
    have hn : (Complex.normSq c : ℂ) = star c * c := by
      rw [Complex.normSq_eq_conj_mul_self]
      rfl
    rw [hn]
    ring
  rw [hc, hscale] at hrev
  -- a nonnegative multiple of the moment equals its negative
  have hpos : (0 : ℝ) < Complex.normSq c + 1 := by
    linarith [Complex.normSq_nonneg c]
  have hz : ((Complex.normSq c + 1 : ℝ) : ℂ) * braket v L v = 0 := by
    push_cast
    linear_combination hrev
  exact (mul_eq_zero.mp hz).resolve_left (Complex.ofReal_ne_zero.mpr hpos.ne')

/-- The product of an orbital state and a spin state. -/
def productState (v : n → ℂ) (s : m → ℂ) : n × m → ℂ := fun p => v p.1 * s p.2

/-- The spin-orbit operator `ξ (L₀ ⊗ S₀ + L₁ ⊗ S₁ + L₂ ⊗ S₂)`. -/
def spinOrbit (ξ : ℝ) (L : Fin 3 → Matrix n n ℂ) (S : Fin 3 → Matrix m m ℂ) :
    Matrix (n × m) (n × m) ℂ := (ξ : ℂ) • ∑ k, L k ⊗ₖ S k

/-- Matrix elements of a product operator between product states factor into an orbital part
and a spin part. -/
theorem braket_product (v w : n → ℂ) (s t : m → ℂ) (A : Matrix n n ℂ) (B : Matrix m m ℂ) :
    braket (productState v s) (A ⊗ₖ B) (productState w t) = braket v A w * braket s B t := by
  have hAB : (A ⊗ₖ B) *ᵥ productState w t = productState (A *ᵥ w) (B *ᵥ t) := by
    ext p
    simp only [Matrix.mulVec, dotProduct, productState, Matrix.kroneckerMap_apply,
      Fintype.sum_prod_type, Finset.sum_mul_sum]
    refine Finset.sum_congr rfl fun i _ => Finset.sum_congr rfl fun j _ => ?_
    ring
  rw [braket, hAB, braket, braket]
  simp only [dotProduct, productState, Pi.star_apply, star_mul', Fintype.sum_prod_type,
    Finset.sum_mul_sum]
  refine Finset.sum_congr rfl fun i _ => Finset.sum_congr rfl fun j _ => ?_
  ring

/-- Let `v` be an orbital singlet of a real symmetric Hamiltonian, and let the three operators `L k`
be Hermitian with purely imaginary entries. Then every matrix element of the spin-orbit operator
between product states of `v` with spin states `s` and `t` is zero. -/
theorem spinOrbit_quenched {H : Matrix n n ℝ} (hH : H.IsSymm) {E : ℂ} {v : n → ℂ}
    (hs : IsOrbitalSinglet H E v) (ξ : ℝ) {L : Fin 3 → Matrix n n ℂ}
    (hL : ∀ k, (L k).IsHermitian) (him : ∀ k i j, (L k i j).re = 0)
    (S : Fin 3 → Matrix m m ℂ) (s t : m → ℂ) :
    braket (productState v s) (spinOrbit ξ L S) (productState v t) = 0 := by
  have hk : ∀ k, star (productState v s) ⬝ᵥ ((L k ⊗ₖ S k) *ᵥ productState v t) = 0 := by
    intro k
    have hp := braket_product v v s t (L k) (S k)
    rw [orbital_quenching hH hs (hL k) (him k), zero_mul] at hp
    exact hp
  simp only [braket, spinOrbit, Fin.sum_univ_three, Matrix.smul_mulVec, Matrix.add_mulVec,
    dotProduct_smul, dotProduct_add, hk, add_zero, smul_zero]

/-- The operator `L_z` in the basis of the real orbitals `p_x`, `p_y`, in units of `ħ`. -/
def Lz : Matrix (Fin 2) (Fin 2) ℂ := !![0, -Complex.I; Complex.I, 0]

/-- When the crystal field splits `p_x` from `p_y`, the orbital `p_x` is an orbital singlet,
and `L_z` is Hermitian with purely imaginary entries. -/
theorem orbital_quenching_witness {a b : ℝ} (hab : a ≠ b) :
    (!![a, 0; 0, b] : Matrix (Fin 2) (Fin 2) ℝ).IsSymm ∧
      IsOrbitalSinglet !![a, 0; 0, b] (a : ℂ) ![1, 0] ∧
      Lz.IsHermitian ∧ ∀ i j, (Lz i j).re = 0 := by
  refine ⟨?_, ⟨?_, ?_, ?_⟩, ?_, ?_⟩
  · ext i j
    fin_cases i <;> fin_cases j <;> simp
  · intro h
    simpa using congrFun h 0
  · ext i
    fin_cases i <;> simp [complexify, Matrix.mulVec, dotProduct, Fin.sum_univ_two]
  · intro w h
    have h1 : (b : ℂ) * w 1 = a * w 1 := by
      simpa [complexify, Matrix.mulVec, dotProduct, Fin.sum_univ_two] using congrFun h 1
    have h2 : ((b : ℂ) - a) * w 1 = 0 := by linear_combination h1
    have hne : (b : ℂ) - a ≠ 0 := sub_ne_zero.mpr (by exact_mod_cast hab.symm)
    have hw : w 1 = 0 := (mul_eq_zero.mp h2).resolve_left hne
    refine ⟨w 0, ?_⟩
    ext i
    fin_cases i <;> simp [hw]
  · ext i j
    fin_cases i <;> fin_cases j <;> simp [Lz]
  · intro i j
    fin_cases i <;> fin_cases j <;> simp [Lz]

/-- When `p_x` and `p_y` are degenerate, the combination `p_x + i p_y` is an eigenvector of the
Hamiltonian, and its unnormalised expectation value of `L_z` is `2`. -/
theorem unquenched_of_degenerate (a : ℝ) :
    complexify !![a, 0; 0, a] *ᵥ ![1, Complex.I] = (a : ℂ) • ![1, Complex.I] ∧
      braket ![1, Complex.I] Lz ![1, Complex.I] = 2 := by
  constructor
  · ext i
    fin_cases i <;> simp [complexify, Matrix.mulVec, dotProduct, Fin.sum_univ_two]
  · rw [braket_eq_sum]
    norm_num [Lz, Fin.sum_univ_two]

end

end OrbitalQuenching
```

```lean
#print axioms OrbitalQuenching.spinOrbit_quenched
#print axioms OrbitalQuenching.unquenched_of_degenerate
```

```
'OrbitalQuenching.spinOrbit_quenched' depends on axioms: [propext, Classical.choice, Quot.sound]
'OrbitalQuenching.unquenched_of_degenerate' depends on axioms: [propext, Classical.choice, Quot.sound]
```

## How the Lean proof follows the argument

`braket_eq_sum` turns the matrix-vector form of a matrix element into the double sum used above. The later lemmas call it whenever indices have to be exchanged.

`eigenvalue_real` has three parts. `hN` and `hpos` identify $N$ as a positive real number, using a nonzero component of `v`. `hreal` proves that $\langle v|H|v\rangle$ equals its conjugate: `Finset.sum_comm` exchanges the two sums, and `hH.apply` supplies $H_{ji}=H_{ij}$. `hE` is the identity $\langle v|H|v\rangle=EN$, and `mul_right_cancel₀` cancels $N$.

`conj_eigenvector` applies `star` to component `i` of the eigenvalue equation. The simplifier moves the conjugation onto the individual factors on both sides, and it leaves the entries of `H` and the now real `E` unchanged.

`braket_conj` first proves antisymmetry as `hanti`, comparing real and imaginary parts through `Complex.ext`. After the sums are exchanged, `linear_combination` multiplies this identity by $v_i^*v_j$ and closes the goal term by term.

`orbital_quenching` obtains `c` by applying the singlet condition to `star v`. `hscale` takes the factor $|c|^2$ out of the matrix element, `hz` is the equation $(|c|^2+1)\langle v|L|v\rangle=0$, and `hpos` excludes the first factor. The proof never needs $|c|=1$, nor a choice of phase that makes the orbital real.

`braket_product` is the factorisation. It first shows, as `hAB`, that $A\otimes B$ acts separately on the two parts of a product state, and then expands the product of the two matrix elements into a double sum, which it compares term by term with the sum over pairs. `spinOrbit_quenched` combines it with `orbital_quenching` to obtain `hk`, the vanishing of each term, and then expands the sum over the three components.

`orbital_quenching_witness` checks the hypotheses for the split pair. Most parts are verified entry by entry with `fin_cases`; for the singlet condition, `h2` is $(b-a)w_1=0$, and `hab` allows the factor $b-a$ to be removed. `unquenched_of_degenerate` verifies the eigenvalue equation for $(1,i)$ in the same way and evaluates the double sum to get the unnormalised value 2.
